# A lower bound on the one-electron radial ZORA energy for a point nucleus with $0<Z\le c$

The energy of the zeroth-order regular approximation (ZORA) to the Dirac equation is treated here as an integral evaluated on trial functions, with no self-adjoint operator constructed. The trial functions $P$, which stand for $r$ times the radial part of the orbital, are real, continuously differentiable and supported on a compact subset of $(0,\infty)$, so they vanish near the nucleus and at large $r$. In atomic units, with nuclear charge $Z$, speed of light $c$ and relativistic angular quantum number $\kappa$, the energy for $P$ normalised to $\int_0^\infty P^2\,dr=1$ is the value of the functional

$$\mathcal E[P]=\int_0^\infty\Big[w\,u^2-\frac Zr P^2\Big]dr,\qquad w=\frac{c^2}{2c^2+Z/r},\quad u=P'+\frac{\kappa P}{r}.$$

## The bound and its use in a radial code

For $0<Z\le|\kappa|c$, set $\gamma=\sqrt{\kappa^2-Z^2/c^2}$ and $s=Z/(c(|\kappa|+\gamma))$. Then

$$\mathcal E[P]\ \ge\ -2c^2s^2\int_0^\infty P^2\,dr .$$

The condition on $Z$ keeps the exponent $\gamma$ of the point-charge solutions real. Since $s\le1$, the bound $-2c^2\int P^2$ holds for every nonzero integer $\kappa$ when $0<Z\le c$.

For one electron and a bare point nucleus, a variational code using cubic B-splines with simple knots, all at $r>0$, therefore cannot collapse below $-2c^2s^2$. A lower eigenvalue signals an error, for example in the quadrature or in $w$. For $\kappa>0$ this check is weak: at $\kappa=1$ and $Z\ll c$ the bound is close to $-Z^2/2$, while the lowest level, 2p, is close to $-Z^2/8$.

## Completing the square

From $Z^2=c^2(\kappa^2-\gamma^2)$ we get $Z=cs(|\kappa|+\gamma)$ and $Zs=c(|\kappa|-\gamma)$. Adding the first to $s$ times the second gives $Z(1+s^2)=2|\kappa|cs$.

Choose $b=\pm cs$ with $\kappa b=-|\kappa|cs$. Expanding the square,

$$\frac1w(wu+bP)^2=wu^2+2bPP'+\frac{2\kappa b}{r}P^2+2b^2P^2+\frac{Zb^2}{c^2r}P^2 .$$

The $P^2/r$ terms sum to $(-2|\kappa|cs+Zs^2)P^2/r=-ZP^2/r$, so

$$wu^2-\frac Zr P^2=\frac1w(wu+bP)^2-2c^2s^2P^2-b\,(P^2)'.$$

The square is nonnegative and the total derivative integrates to zero, which proves the bound.

For $\kappa<0$, take $P=r^\gamma e^{-2csr}$ and $Q=-sP$, so that $P'=(\gamma/r-2cs)P$. The two relations for $s$ then verify the ZORA system

$$P'=-\frac{\kappa P}{r}+\frac{2c^2+Z/r}{c}Q,\qquad Q'=\frac{\kappa Q}{r}-\frac{E+Z/r}{c}P$$

at $E=-2c^2s^2$.

## Where Dirac energies go

The Dirac system has $2c^2+E+Z/r$ in the first equation, with $E$ counted from the rest energy. For $E>-2c^2$, replacing $r$ by $kr$, with $k=2c^2/(2c^2+E)$, multiplies the right-hand sides by $k$. This turns $2c^2+E$ into $2c^2$ and $E$ into $f(E)=2c^2E/(2c^2+E)$, leaving $Z/r$ unchanged.

Writing $E=-2c^2-t$ with $t>0$ gives $f(E)=2c^2+4c^4/t$, so $f$ maps $(-\infty,-2c^2)$ bijectively onto $(2c^2,\infty)$. There $k<0$. Scaling by $-k$ and reversing the sign of $Q$ restores the ZORA equations, provided the Dirac solution belongs to charge $-Z$.

## The Lean file

```lean
import Mathlib

open MeasureTheory Set

namespace ZoraRadialCoulomb

noncomputable section

/-- Radial trial functions: real, continuously differentiable, with compact support in `(0, ∞)`. -/
structure RadialTrial (P : ℝ → ℝ) : Prop where
  smooth : ContDiff ℝ 1 P
  compact : HasCompactSupport P
  away : tsupport P ⊆ Ioi 0

/-- The radial ZORA energy of `P` in the Coulomb potential `-Z/r`. -/
def zoraForm (c Z : ℝ) (κ : ℤ) (P : ℝ → ℝ) : ℝ :=
  ∫ r in Ioi (0 : ℝ),
    (c ^ 2 / (2 * c ^ 2 + Z / r) * (deriv P r + κ * P r / r) ^ 2 - Z / r * P r ^ 2)

/-- The relativistic exponent `γ = √(κ² - Z²/c²)`, for `c > 0` and `|Z| ≤ |κ| c`. -/
def gam (c Z : ℝ) (κ : ℤ) : ℝ := √((κ : ℝ) ^ 2 - (Z / c) ^ 2)

/-- The number `s = Z / (c (|κ| + γ))`, for `c ≠ 0` and `κ ≠ 0`. -/
def ratio (c Z : ℝ) (κ : ℤ) : ℝ := Z / (c * (|(κ : ℝ)| + gam c Z κ))

/-- The radial Dirac equations for charge `Z` on `r > 0`, with `E` counted from the rest energy
and `c ≠ 0`. -/
def IsDirac (c Z : ℝ) (κ : ℤ) (E : ℝ) (P Q : ℝ → ℝ) : Prop :=
  ∀ r, 0 < r →
    HasDerivAt P (-κ * P r / r + (2 * c ^ 2 + E + Z / r) / c * Q r) r ∧
    HasDerivAt Q (κ * Q r / r - (E + Z / r) / c * P r) r

/-- The radial ZORA equations on `r > 0` as a first-order system, for `c ≠ 0`: the energy is
absent from the equation for `P`. -/
def IsZora (c Z : ℝ) (κ : ℤ) (E : ℝ) (P Q : ℝ → ℝ) : Prop :=
  ∀ r, 0 < r →
    HasDerivAt P (-κ * P r / r + (2 * c ^ 2 + Z / r) / c * Q r) r ∧
    HasDerivAt Q (κ * Q r / r - (E + Z / r) / c * P r) r

/-- The energy map `E ↦ 2c²E / (2c² + E)`, for `E ≠ -2c²`. -/
def zoraMap (c E : ℝ) : ℝ := 2 * c ^ 2 * E / (2 * c ^ 2 + E)

/-- For `0 < Z ≤ |κ| c` the number `s` lies in `(0, 1]` and satisfies
`c s (|κ| + γ) = Z` and `Z s = c (|κ| - γ)`. -/
theorem ratio_facts {c Z : ℝ} {κ : ℤ} (hZ : 0 < Z) (h : Z ≤ |(κ : ℝ)| * c) :
    0 < c ∧ 0 < ratio c Z κ ∧ ratio c Z κ ≤ 1 ∧
    c * ratio c Z κ * (|(κ : ℝ)| + gam c Z κ) = Z ∧
    Z * ratio c Z κ = c * (|(κ : ℝ)| - gam c Z κ) := by
  have hk0 := abs_nonneg (κ : ℝ)
  have hc : 0 < c := by
    by_contra hn
    nlinarith [mul_nonneg hk0 (neg_nonneg.2 (not_lt.1 hn))]
  have hk : 0 < |(κ : ℝ)| := by
    rcases hk0.eq_or_lt with h0 | h0
    · rw [← h0] at h
      linarith
    · exact h0
  have hg : 0 ≤ gam c Z κ := Real.sqrt_nonneg _
  have hle : 0 ≤ (κ : ℝ) ^ 2 - (Z / c) ^ 2 := by
    have h1 := pow_le_pow_left₀ (div_pos hZ hc).le ((div_le_iff₀ hc).2 h) 2
    rw [sq_abs] at h1
    linarith
  have hg2 : (Z / c) ^ 2 = |(κ : ℝ)| ^ 2 - gam c Z κ ^ 2 := by
    rw [gam, Real.sq_sqrt hle, sq_abs]
    ring
  have hz : Z ^ 2 = c ^ 2 * (Z / c) ^ 2 := by field_simp
  rw [hg2] at hz
  have hD : 0 < c * (|(κ : ℝ)| + gam c Z κ) := mul_pos hc (by linarith)
  have h4 : ratio c Z κ * (c * (|(κ : ℝ)| + gam c Z κ)) = Z := by
    unfold ratio
    exact div_mul_cancel₀ _ hD.ne'
  refine ⟨hc, div_pos hZ hD, (div_le_one hD).2 ?_, by linarith, ?_⟩
  · nlinarith [mul_nonneg hc.le hg]
  · apply mul_right_cancel₀ hD.ne'
    linear_combination Z * h4 + hz

/-- Pointwise lower bound on the ZORA energy density, for a value `p` and slope `d` of the radial
function at distance `r`. -/
theorem density_bound {c Z k b r : ℝ} (p d : ℝ) (hc : 0 < c) (hZ : 0 < Z) (hr : 0 < r)
    (hb : Z * (c ^ 2 + b ^ 2) ≤ -2 * k * b * c ^ 2) :
    -2 * b ^ 2 * p ^ 2 - b * (2 * p * d) ≤
      c ^ 2 / (2 * c ^ 2 + Z / r) * (d + k * p / r) ^ 2 - Z / r * p ^ 2 := by
  have hA : 0 < 2 * c ^ 2 + Z / r := by positivity
  obtain ⟨w, hw⟩ : ∃ w, w = c ^ 2 / (2 * c ^ 2 + Z / r) := ⟨_, rfl⟩
  have hwA : w * (2 * c ^ 2 + Z / r) = c ^ 2 := by
    rw [hw]
    exact div_mul_cancel₀ _ hA.ne'
  rw [← hw]
  -- complete the square
  have key : c ^ 2 * (w * (d + k * p / r) ^ 2 - Z / r * p ^ 2
      - (-2 * b ^ 2 * p ^ 2 - b * (2 * p * d))) =
      (2 * c ^ 2 + Z / r) * (w * (d + k * p / r) + b * p) ^ 2
      + p ^ 2 / r * (-2 * k * b * c ^ 2 - Z * (c ^ 2 + b ^ 2)) := by
    linear_combination
      (-(w * (d + k * p / r) ^ 2 + 2 * b * (d + k * p / r) * p)) * hwA
  have h0 := add_nonneg (mul_nonneg hA.le (sq_nonneg (w * (d + k * p / r) + b * p)))
    (mul_nonneg (div_nonneg (sq_nonneg p) hr.le) (sub_nonneg.2 hb))
  rw [← key] at h0
  have h1 := (mul_nonneg_iff_of_pos_left (pow_pos hc 2)).1 h0
  linarith

/-- Lower bound on the ZORA energy: for `0 < Z ≤ |κ| c` it is at least `-2c²s² ∫ P²`. -/
theorem zora_lower_bound {c Z : ℝ} {κ : ℤ} {P : ℝ → ℝ} (hZ : 0 < Z)
    (h : Z ≤ |(κ : ℝ)| * c) (hP : RadialTrial P) :
    -(2 * c ^ 2 * ratio c Z κ ^ 2) * ∫ r in Ioi (0 : ℝ), P r ^ 2 ≤ zoraForm c Z κ P := by
  obtain ⟨hc, -, -, h1, h2⟩ := ratio_facts hZ h
  obtain ⟨b, hb2, hb⟩ : ∃ b : ℝ, b ^ 2 = c ^ 2 * ratio c Z κ ^ 2 ∧
      κ * b = -(|(κ : ℝ)| * c * ratio c Z κ) := by
    rcases abs_cases (κ : ℝ) with ⟨e, _⟩ | ⟨e, _⟩
    · exact ⟨-(c * ratio c Z κ), by ring, by rw [e]; ring⟩
    · exact ⟨c * ratio c Z κ, by ring, by rw [e]; ring⟩
  have hcond : Z * (c ^ 2 + b ^ 2) ≤ -2 * κ * b * c ^ 2 := le_of_eq (by
    linear_combination Z * hb2 + 2 * c ^ 2 * hb - c ^ 2 * h1 + c ^ 2 * ratio c Z κ * h2)
  obtain ⟨hd, hdc⟩ := contDiff_one_iff_deriv.1 hP.smooth
  have hPc : Continuous P := hd.continuous
  have zP : ∀ r, r ∉ tsupport P → P r = 0 := fun r hr => by
    by_contra hne
    exact hr (subset_tsupport P hne)
  have zD : ∀ r, r ∉ tsupport P → deriv P r = 0 := fun r hr => by
    by_contra hne
    exact hr (support_deriv_subset hne)
  -- a function continuous on `(0, ∞)` and zero off the support of `P` is integrable
  have hint : ∀ f : ℝ → ℝ, ContinuousOn f (Ioi 0) → (∀ r, r ∉ tsupport P → f r = 0) →
      Integrable f := fun f hf hz =>
    (integrableOn_iff_integrable_of_support_subset (fun r hr => by
      by_contra hn
      exact hr (hz r hn))).1 ((hf.mono hP.away).integrableOn_compact hP.compact.isCompact)
  have hcont : ∀ D : ℝ → ℝ, Continuous D → ContinuousOn (fun r => c ^ 2 / (2 * c ^ 2 + Z / r) *
      (D r + κ * P r / r) ^ 2 - Z / r * P r ^ 2) (Ioi 0) := by
    intro D hD r hr
    have hr' : 0 < r := hr
    have hr0 : r ≠ 0 := hr'.ne'
    have hA : 2 * c ^ 2 + Z / r ≠ 0 := by positivity
    apply ContinuousAt.continuousWithinAt
    fun_prop (disch := assumption)
  have hI1 : Integrable (fun r => P r ^ 2) :=
    hint _ (hPc.pow 2).continuousOn (fun r hr => by simp [zP r hr])
  have hI2 : Integrable (fun r => 2 * P r * deriv P r) :=
    hint _ ((continuous_const.mul hPc).mul hdc).continuousOn (fun r hr => by simp [zP r hr])
  have hI3 := hint _ (hcont _ hdc) (fun r hr => by simp [zP r hr, zD r hr])
  -- the cross term is a total derivative
  have h0 : ∫ r in Ioi (0 : ℝ), 2 * P r * deriv P r = 0 := by
    rw [setIntegral_eq_integral_of_forall_compl_eq_zero
      (fun r hr => by simp [zP r (fun hm => hr (hP.away hm))])]
    exact integral_eq_zero_of_hasDerivAt_of_integrable
      (fun r => ((hd r).hasDerivAt.fun_pow 2).congr_deriv (by simp)) hI2 hI1
  have hm := setIntegral_mono_on
    ((hI1.const_mul (-2 * b ^ 2)).sub (hI2.const_mul b)).integrableOn hI3.integrableOn
    measurableSet_Ioi (fun r hr => density_bound (P r) (deriv P r) hc hZ hr hcond)
  have hv : ∫ r in Ioi (0 : ℝ), (-2 * b ^ 2 * P r ^ 2 - b * (2 * P r * deriv P r)) =
      -2 * b ^ 2 * ∫ r in Ioi (0 : ℝ), P r ^ 2 := by
    rw [integral_sub (hI1.const_mul (-2 * b ^ 2)).integrableOn (hI2.const_mul b).integrableOn,
      integral_const_mul, integral_const_mul, h0]
    ring
  calc _ = -2 * b ^ 2 * ∫ r in Ioi (0 : ℝ), P r ^ 2 := by rw [hb2]; ring
    _ ≤ _ := hv.symm.trans_le hm

/-- For `0 < Z ≤ c` and every nonzero `κ`, the ZORA energy is at least `-2c² ∫ P²`. -/
theorem zora_bounded_below {c Z : ℝ} {κ : ℤ} {P : ℝ → ℝ} (hZ : 0 < Z) (hZc : Z ≤ c)
    (hκ : κ ≠ 0) (hP : RadialTrial P) :
    -(2 * c ^ 2) * ∫ r in Ioi (0 : ℝ), P r ^ 2 ≤ zoraForm c Z κ P := by
  have hk : (1 : ℝ) ≤ |(κ : ℝ)| := by exact_mod_cast Int.one_le_abs hκ
  have h : Z ≤ |(κ : ℝ)| * c := by nlinarith
  obtain ⟨_, hs, hs1, _, _⟩ := ratio_facts hZ h
  refine le_trans ?_ (zora_lower_bound hZ h hP)
  have hN : 0 ≤ ∫ r in Ioi (0 : ℝ), P r ^ 2 := integral_nonneg (fun r => sq_nonneg (P r))
  apply mul_le_mul_of_nonneg_right _ hN
  nlinarith [mul_nonneg (sq_nonneg c) (sub_nonneg.2 (pow_le_one₀ hs.le hs1 (n := 2)))]

/-- The radial function `r^γ exp(-2 c s r)`. -/
def ground (c Z : ℝ) (κ : ℤ) (r : ℝ) : ℝ :=
  r ^ gam c Z κ * Real.exp (-2 * c * ratio c Z κ * r)

/-- For `κ < 0` and `0 < Z ≤ |κ| c` the function `r^γ exp(-2 c s r)`, with second component `-s`
times it, solves the ZORA equations at the energy `-2c²s²`. -/
theorem ground_isZora {c Z : ℝ} {κ : ℤ} (hZ : 0 < Z) (h : Z ≤ |(κ : ℝ)| * c) (hκ : κ < 0) :
    IsZora c Z κ (-(2 * c ^ 2 * ratio c Z κ ^ 2)) (ground c Z κ)
      (fun r => -ratio c Z κ * ground c Z κ r) := by
  obtain ⟨hc, -, -, h1, h2⟩ := ratio_facts hZ h
  have hκ' : (κ : ℝ) < 0 := by exact_mod_cast hκ
  rw [abs_of_neg hκ'] at h1 h2
  have e1 : Z / c = ratio c Z κ * (-κ + gam c Z κ) := by
    rw [div_eq_iff hc.ne']
    linear_combination -h1
  have e2 : Z * ratio c Z κ / c = -κ - gam c Z κ := by
    rw [div_eq_iff hc.ne']
    linear_combination h2
  have e3 : c ^ 2 / c = c := by
    rw [div_eq_iff hc.ne']
    ring
  intro r hr
  have hG : HasDerivAt (ground c Z κ)
      ((gam c Z κ / r - 2 * c * ratio c Z κ) * ground c Z κ r) r := by
    have ha := Real.hasDerivAt_rpow_const (x := r) (p := gam c Z κ) (Or.inl hr.ne')
    have hl : HasDerivAt (fun x : ℝ => -2 * c * ratio c Z κ * x) (-2 * c * ratio c Z κ) r := by
      simpa using (hasDerivAt_id r).const_mul (-2 * c * ratio c Z κ)
    refine (ha.fun_mul hl.exp).congr_deriv ?_
    rw [Real.rpow_sub_one hr.ne', ground]
    ring
  refine ⟨hG.congr_deriv ?_, (hG.const_mul (-ratio c Z κ)).congr_deriv ?_⟩
  · linear_combination ground c Z κ r / r * e2 + 2 * ratio c Z κ * ground c Z κ r * e3
  · linear_combination ground c Z κ r / r * e1 - 2 * ratio c Z κ ^ 2 * ground c Z κ r * e3

/-- The energy map carries `(-∞, -2c²)` bijectively onto `(2c², ∞)`. -/
theorem zoraMap_bijOn {c : ℝ} (hc : 0 < c) :
    BijOn (zoraMap c) (Iio (-(2 * c ^ 2))) (Ioi (2 * c ^ 2)) := by
  have h4 := pow_pos hc 4
  refine ⟨fun E hE => ?_, fun E hE F hF hEF => ?_, fun e he => ?_⟩
  · have hE' : E < -(2 * c ^ 2) := hE
    change 2 * c ^ 2 < 2 * c ^ 2 * E / (2 * c ^ 2 + E)
    rw [lt_div_iff_of_neg (by linarith)]
    nlinarith
  · have hE' : E < -(2 * c ^ 2) := hE
    have hF' : F < -(2 * c ^ 2) := hF
    have hE0 : 2 * c ^ 2 + E ≠ 0 := by linarith
    have hF0 : 2 * c ^ 2 + F ≠ 0 := by linarith
    unfold zoraMap at hEF
    rw [div_eq_div_iff hE0 hF0] at hEF
    apply mul_left_cancel₀ (show 4 * c ^ 4 ≠ 0 by positivity)
    linear_combination hEF
  · have he' : 2 * c ^ 2 < e := he
    have hn : 2 * c ^ 2 - e < 0 := by linarith
    have hlt : 2 * c ^ 2 * e / (2 * c ^ 2 - e) < -(2 * c ^ 2) := by
      rw [div_lt_iff_of_neg hn]
      nlinarith
    have hm := div_mul_cancel₀ (2 * c ^ 2 * e) hn.ne
    refine ⟨2 * c ^ 2 * e / (2 * c ^ 2 - e), hlt, ?_⟩
    generalize 2 * c ^ 2 * e / (2 * c ^ 2 - e) = E at hlt hm ⊢
    have hE0 : 2 * c ^ 2 + E ≠ 0 := by linarith
    unfold zoraMap
    rw [div_eq_iff hE0]
    linear_combination hm

/-- Above `-2c²`, rescaling the distance turns a Dirac solution of energy `E` into a ZORA solution
for the same charge at the mapped energy. -/
theorem dirac_to_zora_above {c Z E : ℝ} {κ : ℤ} {P Q : ℝ → ℝ} (hc : 0 < c)
    (hE : -(2 * c ^ 2) < E) (h : IsDirac c Z κ E P Q) :
    IsZora c Z κ (zoraMap c E) (fun r => P (2 * c ^ 2 / (2 * c ^ 2 + E) * r))
      (fun r => Q (2 * c ^ 2 / (2 * c ^ 2 + E) * r)) := by
  have hp : 0 < 2 * c ^ 2 + E := by linarith
  have hk : 0 < 2 * c ^ 2 / (2 * c ^ 2 + E) := by positivity
  have hk1 := div_mul_cancel₀ (2 * c ^ 2) hp.ne'
  have hk2 : 2 * c ^ 2 / (2 * c ^ 2 + E) * E = zoraMap c E := by
    unfold zoraMap
    ring
  generalize 2 * c ^ 2 / (2 * c ^ 2 + E) = k at hk hk1 hk2 ⊢
  intro r hr
  obtain ⟨h1, h2⟩ := h (k * r) (mul_pos hk hr)
  have hl : HasDerivAt (fun x : ℝ => k * x) k r := by
    simpa using (hasDerivAt_id r).const_mul k
  have e : ∀ x : ℝ, x / (k * r) * k = x / r := fun x => by field_simp
  refine ⟨(h1.comp r hl).congr_deriv ?_, (h2.comp r hl).congr_deriv ?_⟩
  · linear_combination e (-κ * P (k * r)) + Q (k * r) / c * e Z + Q (k * r) / c * hk1
  · linear_combination e (κ * Q (k * r)) - P (k * r) / c * e Z - P (k * r) / c * hk2

/-- Below `-2c²`, rescaling the distance and reversing the sign of `Q` turns a Dirac solution for
charge `-Z` into a ZORA solution for charge `Z` at the mapped energy. -/
theorem dirac_to_zora_below {c Z E : ℝ} {κ : ℤ} {P Q : ℝ → ℝ} (hc : 0 < c)
    (hE : E < -(2 * c ^ 2)) (h : IsDirac c (-Z) κ E P Q) :
    IsZora c Z κ (zoraMap c E) (fun r => P (-(2 * c ^ 2 / (2 * c ^ 2 + E)) * r))
      (fun r => -Q (-(2 * c ^ 2 / (2 * c ^ 2 + E)) * r)) := by
  have hn : 2 * c ^ 2 + E < 0 := by linarith
  have hk : 0 < -(2 * c ^ 2 / (2 * c ^ 2 + E)) :=
    neg_pos.2 (div_neg_of_pos_of_neg (by positivity) hn)
  have hk1 : -(2 * c ^ 2 / (2 * c ^ 2 + E)) * (2 * c ^ 2 + E) = -(2 * c ^ 2) := by
    rw [neg_mul, div_mul_cancel₀ _ hn.ne]
  have hk2 : -(2 * c ^ 2 / (2 * c ^ 2 + E)) * E = -zoraMap c E := by
    unfold zoraMap
    ring
  generalize -(2 * c ^ 2 / (2 * c ^ 2 + E)) = k at hk hk1 hk2 ⊢
  intro r hr
  obtain ⟨h1, h2⟩ := h (k * r) (mul_pos hk hr)
  have hl : HasDerivAt (fun x : ℝ => k * x) k r := by
    simpa using (hasDerivAt_id r).const_mul k
  have e : ∀ x : ℝ, x / (k * r) * k = x / r := fun x => by field_simp
  refine ⟨(h1.comp r hl).congr_deriv ?_, (h2.comp r hl).fun_neg.congr_deriv ?_⟩
  · linear_combination e (-κ * P (k * r)) - Q (k * r) / c * e Z + Q (k * r) / c * hk1
  · linear_combination -e (κ * Q (k * r)) - P (k * r) / c * e Z + P (k * r) / c * hk2

end

end ZoraRadialCoulomb
```

```lean
#print axioms ZoraRadialCoulomb.zora_lower_bound
#print axioms ZoraRadialCoulomb.zora_bounded_below
#print axioms ZoraRadialCoulomb.dirac_to_zora_above
#print axioms ZoraRadialCoulomb.dirac_to_zora_below
```

```
'ZoraRadialCoulomb.zora_lower_bound' depends on axioms: [propext, Classical.choice, Quot.sound]
'ZoraRadialCoulomb.zora_bounded_below' depends on axioms: [propext, Classical.choice, Quot.sound]
'ZoraRadialCoulomb.dirac_to_zora_above' depends on axioms: [propext, Classical.choice, Quot.sound]
'ZoraRadialCoulomb.dirac_to_zora_below' depends on axioms: [propext, Classical.choice, Quot.sound]
```

## How the code matches the derivation, and its limits

`RadialTrial` is the trial class, `zoraForm` the energy, and `gam` and `ratio` are $\gamma$ and $s$. `IsDirac` and `IsZora` require the differential equations at every $r>0$, without boundary conditions or normalisation.

`ratio_facts` supplies the relations for $s$. `density_bound` is the pointwise inequality, for any $b$ with $Z(c^2+b^2)\le-2\kappa bc^2$; its `key` step is the completed square multiplied by $c^2$. `zora_lower_bound` picks the sign of $b$, proves integrability from compact support, removes the cross term and integrates. `zora_bounded_below` then uses $s\le1$.

`ground_isZora` differentiates the explicit solution. `zoraMap_bijOn` solves for the inverse of $f$, and the two `dirac_to_zora` theorems apply the chain rule for energies above and below $-2c^2$.

The explicit solution is not itself a trial function, and the file does not show that the bound is optimal. Slater and Gaussian functions also lie outside the trial class; the file does not cover them, though for those whose $P$ vanishes at the origin, 1s functions included, the same completed square applies once the boundary terms are checked to vanish. The map concerns energies and solutions of the equations, so identifying continuous spectra would take further operator theory. Finite nuclei and screened or self-consistent potentials are not treated.
